# A second-order bound on the minimax energy error of a finite block Hamiltonian

Let $m$ and $n$ be finite index sets, for the large and the small components of a four-component wave function. A vector is a pair $(u,y)$ with $u\in\mathbb C^m$ and $y\in\mathbb C^n$, and the Hamiltonian is the block matrix

$$H=\begin{pmatrix}A&B\\ B^\dagger&D\end{pmatrix}.$$

For a one-electron Dirac–Coulomb problem in an orthonormal basis, $A$ and $D$ hold the potential and the rest-energy terms, and $B$ holds the kinetic coupling. The inner product $\langle v,w\rangle=\sum_i \overline{v_i}\,w_i$ is antilinear in its first argument.

```lean
import Mathlib

open Matrix
open scoped ComplexOrder

namespace MinimaxErrorOrder

noncomputable section

variable {m n : Type*} [Fintype m] [Fintype n] [DecidableEq m] [DecidableEq n]
```

Vectors are not normalised. Lean's built-in norm on plain functions `k → ℂ` is the largest modulus of a component, so the squared Euclidean norm $\|v\|^2=\sum_i|v_i|^2$ gets its own definition, `weight`.

```lean
/-- The squared norm of a complex vector. -/
def weight {k : Type*} [Fintype k] (v : k → ℂ) : ℝ := ∑ i, ‖v i‖ ^ 2
```

The quadratic form $\langle v,Mv\rangle$ is real for Hermitian $M$. The definition `expect` takes the real part for any square $M$, which makes it a real number from the start.

```lean
/-- The real part of the quadratic form `⟨v, M v⟩`. -/
def expect {k : Type*} [Fintype k] (M : Matrix k k ℂ) (v : k → ℂ) : ℝ :=
  (star v ⬝ᵥ M *ᵥ v).re
```

The energy of a trial vector is the Rayleigh quotient of the full block matrix,

$$R(u,y)=\frac{\langle (u,y),H(u,y)\rangle}{\|u\|^2+\|y\|^2}.$$

`Sum.elim u y` is the pair $(u,y)$ written as one vector.

```lean
/-- The Rayleigh quotient of `H = [[A, B], [B†, D]]` at the nonzero vector `(u, y)`. -/
def rayleigh (A : Matrix m m ℂ) (B : Matrix m n ℂ) (D : Matrix n n ℂ)
    (u : m → ℂ) (y : n → ℂ) : ℝ :=
  expect (fromBlocks A B Bᴴ D) (Sum.elim u y) / weight (Sum.elim u y)
```

In the Dirac problem the spectrum of $H$ has a lower, positron-like part, so minimising $R$ over all pairs does not give an electronic level. The minimax approach first maximises over the small component at fixed $u\neq0$, which gives $E(u)=\sup_y R(u,y)$, and then minimises $E$ over $u$.

```lean
/-- The supremum of the Rayleigh quotient over the small component `y`, for a fixed nonzero
large component `u`. -/
def maxEnergy (A : Matrix m m ℂ) (B : Matrix m n ℂ) (D : Matrix n n ℂ) (u : m → ℂ) : ℝ :=
  ⨆ y : n → ℂ, rayleigh A B D u y
```

Let $L$ be a real reference energy, and write $G=L-D$.

```lean
/-- The matrix `L - D`. -/
def gap (D : Matrix n n ℂ) (L : ℝ) : Matrix n n ℂ := (L : ℂ) • 1 - D
```

Eliminating the small component at energy $L$ leaves an operator on the large component alone,

$$K=A-L+B\,G^{-1}B^\dagger .$$

```lean
/-- The Schur complement `K = A - L + B (L - D)⁻¹ B†`, for invertible `L - D`. -/
def schur (A : Matrix m m ℂ) (B : Matrix m n ℂ) (D : Matrix n n ℂ) (L : ℝ) : Matrix m m ℂ :=
  A - (L : ℂ) • 1 + B * (gap D L)⁻¹ * Bᴴ
```

The small component that this elimination assigns to $u$ is $y_0=G^{-1}B^\dagger u$.

```lean
/-- The small component `(L - D)⁻¹ B† u` belonging to `u`, for invertible `L - D`. -/
def small (B : Matrix m n ℂ) (D : Matrix n n ℂ) (L : ℝ) (u : m → ℂ) : n → ℂ :=
  (gap D L)⁻¹ *ᵥ (Bᴴ *ᵥ u)
```

## What the conditions on L and K mean

Two positivity conditions are assumed. The first is that $G$ is positive definite, so that $L$ lies above every eigenvalue of $D$, and hence above the mean energy of every purely small-component state. The second is that $K$ is positive semidefinite, which says that no nonzero large component has a maximised energy below $L$. In Mathlib both notions include Hermiticity. Since $L$ is real, $D$ is then Hermitian, and so is $A$; neither needs a separate hypothesis.

The third condition is $Kx=0$. If $x\neq0$, then $(x,\,G^{-1}B^\dagger x)$ is an eigenvector of $H$ with eigenvalue $L$: the upper row of $(H-L)$ gives $Kx=0$, and the lower row gives $B^\dagger x-B^\dagger x=0$. In that case $L$ is the electronic ground level of the matrix model, $x$ is the large component of an exact eigenvector for that level, and $h$ is the error of an approximate large component $x+h$.

## Completing the square in the small component

The real part of an inner product of a vector with itself is its squared norm, because $\overline{v_i}\,v_i=|v_i|^2$ term by term.

```lean
variable {A : Matrix m m ℂ} {B : Matrix m n ℂ} {D : Matrix n n ℂ} {L : ℝ}

/-- The real part of `⟨v, v⟩` is the squared norm of `v`. -/
theorem re_dotProduct_self {k : Type*} [Fintype k] (v : k → ℂ) :
    (star v ⬝ᵥ v).re = weight v := by
  simp only [dotProduct, weight, Complex.re_sum]
  refine Finset.sum_congr rfl fun i _ => ?_
  have h : star v i * v i = ((‖v i‖ ^ 2 : ℝ) : ℂ) := by
    push_cast
    exact Complex.conj_mul' (v i)
  rw [h, Complex.ofReal_re]
```

Expanding the block form and subtracting $L(\|u\|^2+\|y\|^2)$ gives

$$\langle u,(A-L)u\rangle+\langle u,By\rangle+\langle y,B^\dagger u\rangle-\langle y,Gy\rangle .$$

Since $Gy_0=B^\dagger u$ and $G$ is Hermitian, the cross terms are

$$\langle y,B^\dagger u\rangle=\langle y,Gy_0\rangle,\qquad \langle u,By\rangle=\langle Gy_0,y\rangle=\langle y_0,Gy\rangle .$$

The square to be completed is

$$\langle y-y_0,G(y-y_0)\rangle=\langle y,Gy\rangle-\langle y,Gy_0\rangle-\langle y_0,Gy\rangle+\langle y_0,Gy_0\rangle ,$$

and its last term is $\langle y_0,Gy_0\rangle=\langle u,By_0\rangle=\langle u,BG^{-1}B^\dagger u\rangle$. This is the term that turns $A-L$ into $K$. Therefore

$$\langle (u,y),H(u,y)\rangle-L(\|u\|^2+\|y\|^2)=\langle u,Ku\rangle-\langle y-y_0,G(y-y_0)\rangle .$$

The Lean theorem states this identity for real parts and assumes only that $G$ is positive definite. In its proof, `hy0` is $Gy_0=B^\dagger u$, and `hF` is $\langle y_0,Gz\rangle=\langle u,Bz\rangle$ for every $z$. The steps `hH`, `hK` and `hGy` expand the forms of $H$, $K$ and $G$. After substitution, `ring` collects the terms.

```lean
/-- Completing the square: if `L - D` is positive definite, the form of `H - L` at `(u, y)` is
that of `K` at `u` minus that of `L - D` at the deviation of `y` from `(L - D)⁻¹ B† u`. -/
theorem complete_square (hG : (gap D L).PosDef) (u : m → ℂ) (y : n → ℂ) :
    expect (fromBlocks A B Bᴴ D) (Sum.elim u y) - L * (weight u + weight y)
      = expect (schur A B D L) u - expect (gap D L) (y - small B D L u) := by
  have hy0 : gap D L *ᵥ small B D L u = Bᴴ *ᵥ u := by
    rw [small, mulVec_mulVec,
      mul_nonsing_inv _ ((Matrix.isUnit_iff_isUnit_det _).1 hG.isUnit), one_mulVec]
  -- moving `L - D` to the left slot turns the small component into `B† u`
  have hF (z : n → ℂ) : star (small B D L u) ⬝ᵥ gap D L *ᵥ z = star u ⬝ᵥ B *ᵥ z := by
    have e : star (gap D L *ᵥ small B D L u) ⬝ᵥ z = star (small B D L u) ⬝ᵥ gap D L *ᵥ z := by
      rw [star_mulVec, hG.1.eq, dotProduct_mulVec]
    rw [← e, hy0, star_mulVec, conjTranspose_conjTranspose, dotProduct_mulVec]
  have hH : star (Sum.elim u y) ⬝ᵥ fromBlocks A B Bᴴ D *ᵥ Sum.elim u y
      = star u ⬝ᵥ A *ᵥ u + star u ⬝ᵥ B *ᵥ y + (star y ⬝ᵥ Bᴴ *ᵥ u + star y ⬝ᵥ D *ᵥ y) := by
    rw [fromBlocks_mulVec, Sum.elim_comp_inl, Sum.elim_comp_inr, ← dotProduct_add,
      ← dotProduct_add]
    simp [dotProduct, Fintype.sum_sum_type]
  have hK : star u ⬝ᵥ schur A B D L *ᵥ u
      = star u ⬝ᵥ A *ᵥ u - L * (star u ⬝ᵥ u) + star u ⬝ᵥ B *ᵥ small B D L u := by
    rw [schur, add_mulVec, sub_mulVec, smul_mulVec, one_mulVec, small, mulVec_mulVec,
      mulVec_mulVec, dotProduct_add, dotProduct_sub, dotProduct_smul, smul_eq_mul,
      Matrix.mul_assoc]
  have hGy : star y ⬝ᵥ gap D L *ᵥ y = L * (star y ⬝ᵥ y) - star y ⬝ᵥ D *ᵥ y := by
    rw [gap, sub_mulVec, smul_mulVec, one_mulVec, dotProduct_sub, dotProduct_smul, smul_eq_mul]
  rw [expect, expect, expect, hH, hK, star_sub, sub_dotProduct, mulVec_sub, dotProduct_sub,
    dotProduct_sub, hF, hF, hy0, hGy, ← re_dotProduct_self u, ← re_dotProduct_self y]
  simp only [Complex.add_re, Complex.sub_re, Complex.re_ofReal_mul]
  ring
```

## Bounds on the maximised energy

Let $u\neq0$ and write $q=\langle u,Ku\rangle\ge0$. Dividing the identity by the squared norm of $(u,y)$ gives

$$R(u,y)-L=\frac{q-\langle y-y_0,G(y-y_0)\rangle}{\|u\|^2+\|y\|^2}.$$

For the upper bound, drop the subtracted square, which is nonnegative, and then drop $\|y\|^2$ from the denominator. The second step uses $q\ge0$, since a smaller denominator would lower a negative fraction. Every quotient thus satisfies $R(u,y)\le L+q/\|u\|^2$, and so does the supremum. For the lower bound, choose $y=y_0$, where the square vanishes. Together,

$$\frac{q}{\|u\|^2+\|y_0\|^2}\le E(u)-L\le\frac{q}{\|u\|^2}.$$

The theorem also states that the quotients are bounded above. This matters because Lean assigns the value $0$ to the supremum of an unbounded set of reals, and inequalities about such a value would say nothing about energies.

In the proof, `hR` is the divided identity and `hle` the bound for every $y$. From `hle`, `ciSup_le` gives the upper bound on the supremum, while `le_ciSup` compares the supremum with the quotient at $y_0$.

```lean
/-- If `L - D` is positive definite, `K` positive semidefinite and `u` nonzero, the Rayleigh
quotients at `(u, y)` are bounded above in `y`, and the excess of their supremum over `L` lies
between `⟨u, K u⟩ / (‖u‖² + ‖(L - D)⁻¹ B† u‖²)` and `⟨u, K u⟩ / ‖u‖²`. -/
theorem maxEnergy_bounds (hG : (gap D L).PosDef) (hK : (schur A B D L).PosSemidef)
    {u : m → ℂ} (hu : u ≠ 0) :
    BddAbove (Set.range (rayleigh A B D u)) ∧
    expect (schur A B D L) u / (weight u + weight (small B D L u)) ≤ maxEnergy A B D u - L ∧
    maxEnergy A B D u - L ≤ expect (schur A B D L) u / weight u := by
  have hwu : 0 < weight u := by
    obtain ⟨i, hi⟩ := Function.ne_iff.1 hu
    exact Finset.sum_pos' (fun j _ => by positivity)
      ⟨i, Finset.mem_univ i, pow_pos (norm_pos_iff.2 hi) 2⟩
  have hwy (y : n → ℂ) : 0 ≤ weight y := Finset.sum_nonneg fun j _ => by positivity
  have hKu : 0 ≤ expect (schur A B D L) u :=
    (Complex.le_def.1 (hK.dotProduct_mulVec_nonneg u)).1
  have hR (y : n → ℂ) : rayleigh A B D u y - L
      = (expect (schur A B D L) u - expect (gap D L) (y - small B D L u))
        / (weight u + weight y) := by
    have hp : weight (Sum.elim u y) = weight u + weight y := by
      simp [weight, Fintype.sum_sum_type]
    have hne : weight u + weight y ≠ 0 := (add_pos_of_pos_of_nonneg hwu (hwy y)).ne'
    rw [rayleigh, hp, eq_div_iff hne, sub_mul, div_mul_cancel₀ _ hne]
    exact complete_square hG u y
  -- dropping the negative square and the norm of `y` bounds every quotient
  have hle (y : n → ℂ) : rayleigh A B D u y ≤ L + expect (schur A B D L) u / weight u := by
    have hq : 0 ≤ expect (gap D L) (y - small B D L u) :=
      (Complex.le_def.1 (hG.posSemidef.dotProduct_mulVec_nonneg _)).1
    rw [← sub_le_iff_le_add', hR y]
    exact div_le_div₀ hKu (by linarith) hwu (by linarith [hwy y])
  have hb : BddAbove (Set.range (rayleigh A B D u)) :=
    ⟨_, by rintro _ ⟨y, rfl⟩; exact hle y⟩
  refine ⟨hb, ?_, sub_le_iff_le_add'.2 (ciSup_le hle)⟩
  -- the small component belonging to `u` makes the square vanish
  have h := hR (small B D L u)
  have h0 : expect (gap D L) (0 : n → ℂ) = 0 := by simp [expect]
  rw [sub_self, h0, sub_zero] at h
  rw [← h]
  exact sub_le_sub_right (le_ciSup hb (small B D L u)) L
```

## The first-order terms vanish

Now put $u=x+h$ with $Kx=0$. Because $K$ is Hermitian,

$$\langle x+h,K(x+h)\rangle=\langle x+h,Kh\rangle=\langle Kx,h\rangle+\langle h,Kh\rangle=\langle h,Kh\rangle .$$

The first equality uses $Kx=0$ on the right, and the last uses it on the left. In Lean, `e` moves $K$ from one side of the inner product to the other, and the rewriting then removes the terms that contain $Kx$.

```lean
omit [DecidableEq m] in
/-- If `K` is Hermitian and `K x = 0`, the form of `K` at `x + h` equals its form at `h`. -/
theorem expect_add_kernel {K : Matrix m m ℂ} (hK : K.IsHermitian) {x : m → ℂ}
    (hx : K *ᵥ x = 0) (h : m → ℂ) : expect K (x + h) = expect K h := by
  have e : star (K *ᵥ x) ⬝ᵥ h = star x ⬝ᵥ K *ᵥ h := by
    rw [star_mulVec, hK.eq, dotProduct_mulVec]
  rw [hx, star_zero, zero_dotProduct] at e
  rw [expect, expect, mulVec_add, hx, zero_add, star_add, add_dotProduct, ← e, zero_add]
```

## The error of the minimax energy

Inserting this into the bounds on $E(u)$, and weakening the lower bound to zero, gives for $x+h\neq0$

$$0\le E(x+h)-L\le\frac{\langle h,Kh\rangle}{\|x+h\|^2}.$$

In the Lean statement, `hG` and `hK` are the two positivity conditions, `hx` is $Kx=0$, and `hne` says that the trial large component is nonzero. The conclusion has three parts: boundedness of the quotients, the lower bound and the upper bound. The denominator contains the large component only. The vector $x$ itself may be zero; the inequality then still holds, but $L$ need not be an eigenvalue.

For a one-electron Dirac calculation in a fixed finite basis, this means that a small error in the large component raises the energy only in second order, provided that the small component is maximised over its whole basis space. The existence of a suitable $L$ is assumed. The theorem compares energies within one matrix model, so it makes no statement about the basis-set error relative to the Dirac operator, or about a Hamiltonian that changes during a self-consistent iteration.

The proof applies `maxEnergy_bounds` to $x+h$, rewrites both bounds with `expect_add_kernel`, and uses $\langle h,Kh\rangle\ge0$ for the lower one.

```lean
/-- Minimax error: let `L - D` be positive definite, `K` positive semidefinite, `K x = 0` and
`x + h` nonzero. The Rayleigh quotients at `(x + h, y)` are bounded above in `y`, and their
supremum exceeds `L` by between `0` and `⟨h, K h⟩ / ‖x + h‖²`. -/
theorem minimax_error (hG : (gap D L).PosDef) (hK : (schur A B D L).PosSemidef)
    {x h : m → ℂ} (hx : schur A B D L *ᵥ x = 0) (hne : x + h ≠ 0) :
    BddAbove (Set.range (rayleigh A B D (x + h))) ∧
    0 ≤ maxEnergy A B D (x + h) - L ∧
    maxEnergy A B D (x + h) - L ≤ expect (schur A B D L) h / weight (x + h) := by
  obtain ⟨hb, hlo, hup⟩ := maxEnergy_bounds hG hK hne
  -- the terms of first order in `h` vanish
  rw [expect_add_kernel hK.1 hx] at hlo hup
  have hq : 0 ≤ expect (schur A B D L) h :=
    (Complex.le_def.1 (hK.dotProduct_mulVec_nonneg h)).1
  exact ⟨hb, le_trans (div_nonneg hq (by unfold weight; positivity)) hlo, hup⟩
```

## A three-dimensional example

Take $A=\mathrm{diag}(-1,1)$, $B=(1,0)^{T}$, $D=-1$ and $L=0$. Then $G=1$ and

$$K=\begin{pmatrix}-1&0\\0&1\end{pmatrix}+\begin{pmatrix}1&0\\0&0\end{pmatrix}=\begin{pmatrix}0&0\\0&1\end{pmatrix}.$$

This $K$ is positive semidefinite, it annihilates $x=(1,0)$, and it does not annihilate $h=(0,1)$. The conditions of the error bound are therefore met by a case in which $K$ is not zero. The Lean proof computes $G$ and $K$ in `hg` and `hk`, and then reads the four claims off the diagonal matrices.

```lean
/-- For `A = diag(-1, 1)`, `B = (1, 0)ᵀ`, `D = -1` and `L = 0`, the matrix `L - D` is positive
definite, `K` is positive semidefinite, `K (1, 0) = 0` and `K (0, 1) ≠ 0`. -/
theorem minimax_error_witness :
    (gap (-1 : Matrix (Fin 1) (Fin 1) ℂ) 0).PosDef ∧
    (schur !![-1, 0; 0, 1] !![1; 0] (-1 : Matrix (Fin 1) (Fin 1) ℂ) 0).PosSemidef ∧
    schur !![-1, 0; 0, 1] !![1; 0] (-1 : Matrix (Fin 1) (Fin 1) ℂ) 0 *ᵥ ![1, 0] = 0 ∧
    schur !![-1, 0; 0, 1] !![1; 0] (-1 : Matrix (Fin 1) (Fin 1) ℂ) 0 *ᵥ ![0, 1] ≠ 0 := by
  have hg : gap (-1 : Matrix (Fin 1) (Fin 1) ℂ) 0 = 1 := by simp [gap]
  have hk : schur !![-1, 0; 0, 1] !![1; 0] (-1 : Matrix (Fin 1) (Fin 1) ℂ) 0
      = diagonal ![0, 1] := by
    rw [schur, hg, Matrix.inv_eq_right_inv (Matrix.mul_one (1 : Matrix (Fin 1) (Fin 1) ℂ)),
      Matrix.mul_one]
    ext i j
    simp only [Matrix.add_apply, Matrix.sub_apply, Matrix.smul_apply, Matrix.mul_apply,
      conjTranspose_apply]
    fin_cases i <;> fin_cases j <;> norm_num [diagonal_apply]
  rw [hk, hg]
  refine ⟨Matrix.PosDef.one, posSemidef_diagonal_iff.2 fun i => ?_, ?_, fun h => ?_⟩
  · fin_cases i <;> simp
  · ext i
    fin_cases i <;> simp [mulVec_diagonal]
  · have h1 := congrFun h 1
    simp [mulVec_diagonal] at h1

end

end MinimaxErrorOrder
```

```lean
#print axioms MinimaxErrorOrder.minimax_error
-- 'MinimaxErrorOrder.minimax_error' depends on axioms: [propext, Classical.choice, Quot.sound]
```

## The eliminated small component need not be the maximiser

A natural error in the derivation is to set $E(u)=R(u,y_0)$, on the ground that $y_0$ makes the subtracted square vanish. The vector $y_0$ maximises the numerator of $R(u,y)-L$, but the denominator also depends on $y$. When $q>0$ and $y_0\neq0$, shortening $y_0$ slightly costs only a second-order amount in the numerator and gains a first-order amount in the denominator, so the quotient rises.

The example shows the difference. For $u=x+h=(1,1)$ one has $q=1$ and $y_0=1$, and for real $y$

$$R(u,y)=\frac{1-(y-1)^2}{2+y^2}.$$

At $y_0=1$ this is $1/3$. Its maximum lies at $y=\sqrt3-1$ and equals $(\sqrt3-1)/2\approx0.366$, between the lower bound $1/3$ and the upper bound $1/2$. The value at $y_0$ is thus a lower bound on the maximised energy, and this is the only way in which the proof of `maxEnergy_bounds` uses it.
